# Even kernels give zero total force on a periodic mesh with centred differences

Let the grid points form a finite abelian group A, such as ZMod N in one dimension or a product of three such groups in three. Addition in A builds in the periodic boundary conditions. A real charge density ρ and a real kernel G define the potential

φ(j) = Σ_k G(j − k) ρ(k).

For a lattice step h, the field component along h, with the length of this step as the unit of length, is

E(j) = (φ(j − h) − φ(j + h))/2,

and the total mesh force is F = Σ_j ρ(j) E(j). The kernel is even if G(−d) = G(d) for every d. It need not solve a discrete Poisson equation.

For an even kernel, F = 0 for every ρ. On ZMod N with h = 1 the converse holds too: if F = 0 for every ρ, then G is even.

## Cancellation in pairs

Write K(d) = (G(d − h) − G(d + h))/2 for the field of a unit charge at separation d. Inserting φ into E gives

E(j) = Σ_k K(j − k) ρ(k).

If G is even, K is odd:

K(−d) = (G(−d − h) − G(−d + h))/2 = (G(d + h) − G(d − h))/2 = −K(d).

Exchanging the names of the two summation indices then gives

F = Σ_j Σ_k ρ(j) K(j − k) ρ(k) = Σ_j Σ_k ρ(k) K(k − j) ρ(j) = −F,

so F = 0.

Conversely, suppose F = 0 for every ρ. Unit charges at 0 and at d give

2K(0) + K(d) + K(−d) = 0.

For d = 0, where both charges sit on one point, this reads 4K(0) = 0. Hence K(−d) = −K(d) for all d.

On ZMod N with h = 1, put D(d) = G(d) − G(−d). Oddness of K becomes D(d + 1) = D(d − 1), so D has period two. Clearly D(0) = 0, but stopping there would be a mistake: for even N, steps of two from 0 never reach the odd sites. Setting d = 0 supplies the rest, since D(1) = D(−1) = −D(1) forces D(1) = 0. Thus D vanishes everywhere.

For N = 1 and N = 2 the points j − 1 and j + 1 coincide, so the field is zero for any kernel. This agrees with the equivalence, because −j = j there and every kernel is even.

## From mesh to particles

Let particle p have charge q_p and assignment weights W_p(j), and let ρ(j) = Σ_p q_p W_p(j). If G is even and the force is gathered with the same weights, then

Σ_p q_p Σ_j W_p(j) E(j) = Σ_j ρ(j) E(j) = 0.

With only one particle present, this says that it exerts no force on itself.

## The definitions in Lean

The type `A` carries the periodic grid, and all values are exact real numbers.

```lean
import Mathlib

open Finset

namespace ParticleMeshMomentum

noncomputable section

variable {A : Type*} [AddCommGroup A] [Fintype A]

/-- The mesh potential: the charge density `ρ` convolved with the kernel `G` on a periodic grid. -/
def potential (G ρ : A → ℝ) (j : A) : ℝ := ∑ k, G (j - k) * ρ k
```

The function `meshField` accepts any function on the grid. Applied to a potential it gives E; applied to the kernel, `meshField h G` is K.

```lean
/-- The field component along the lattice step `h`: minus the centred difference of the potential,
with the length of `h` as the unit of length. -/
def meshField {A : Type*} [AddCommGroup A] (h : A) (φ : A → ℝ) (j : A) : ℝ :=
  (φ (j - h) - φ (j + h)) / 2

/-- The total force, along `h`, of the mesh charge density on itself. -/
def totalForce (h : A) (G ρ : A → ℝ) : ℝ :=
  ∑ j, ρ j * meshField h (potential G ρ) j
```

The weights are arbitrary real functions, with no condition of positivity or normalisation.

```lean
/-- The charge density deposited on the mesh by particles with charges `q` and
assignment weights `W`. -/
def deposit {A P : Type*} [Fintype P] (q : P → ℝ) (W : P → A → ℝ) (j : A) : ℝ :=
  ∑ p, q p * W p j

/-- The force on a particle of charge `q` that gathers the mesh field `E` with weights `w`. -/
def gatheredForce {A : Type*} [Fintype A] (q : ℝ) (w E : A → ℝ) : ℝ :=
  q * ∑ j, w j * E j
```

## Oddness and the total force

The first lemma writes the field as a convolution with K, by combining the two sums and rearranging the arguments of G.

```lean
/-- The mesh field is the superposition of the fields of unit charges at the grid points. -/
theorem meshField_potential (h : A) (G ρ : A → ℝ) (j : A) :
    meshField h (potential G ρ) j = ∑ k, meshField h G (j - k) * ρ k := by
  unfold meshField potential
  rw [← Finset.sum_sub_distrib, Finset.sum_div]
  refine Finset.sum_congr rfl fun k _ => ?_
  rw [sub_right_comm j h k, add_sub_right_comm j h k]
  ring
```

The next one is the calculation of K(−d), with `h1` and `h2` as the two uses of evenness.

```lean
omit [Fintype A] in
/-- For an even kernel the field of a unit charge is odd in the separation. -/
theorem meshField_odd (h : A) (G : A → ℝ) (hG : ∀ d, G (-d) = G d) (d : A) :
    meshField h G (-d) = -meshField h G d := by
  have h1 : G (-d - h) = G (d + h) := by
    rw [← hG (d + h)]
    congr 1
    abel
  have h2 : G (-d + h) = G (d - h) := by
    rw [← hG (d - h)]
    congr 1
    abel
  unfold meshField
  rw [h1, h2]
  ring
```

The equivalence between zero total force and odd K follows. In the forward direction, `pick` evaluates a sum against the two-charge density, `pair` is the resulting identity, and `linarith` combines its cases 0 and d. In the other direction, `Finset.sum_comm` exchanges the indices and `hS` states that the double sum equals its own negative.

```lean
/-- The total mesh force vanishes for every charge density exactly when the field of a unit
charge is odd in the separation. -/
theorem totalForce_eq_zero_iff_odd (h : A) (G : A → ℝ) :
    (∀ ρ : A → ℝ, totalForce h G ρ = 0) ↔
      ∀ d, meshField h G (-d) = -meshField h G d := by
  classical
  constructor
  · intro H
    -- test with two unit charges, at the origin and at `d`
    have pick : ∀ (d : A) (f : A → ℝ),
        ∑ j, ((if j = 0 then (1 : ℝ) else 0) + (if j = d then (1 : ℝ) else 0)) * f j
          = f 0 + f d := by
      intro d f
      simp [add_mul, Finset.sum_add_distrib]
    have pair : ∀ d : A, meshField h G (0 - 0) + meshField h G (0 - d)
        + (meshField h G (d - 0) + meshField h G (d - d)) = 0 := by
      intro d
      have h1 := H (fun j => (if j = 0 then (1 : ℝ) else 0) + (if j = d then (1 : ℝ) else 0))
      simp only [totalForce, meshField_potential, mul_comm (meshField h G _), pick] at h1
      exact h1
    intro d
    have h0 := pair 0
    have hd := pair d
    simp only [sub_self, zero_sub, sub_zero] at h0 hd
    linarith
  · intro hodd ρ
    have hS : ∑ j, ∑ k, ρ j * (meshField h G (j - k) * ρ k)
        = -∑ j, ∑ k, ρ j * (meshField h G (j - k) * ρ k) := by
      -- exchange the two charges of each pair: action equals minus reaction
      calc ∑ j, ∑ k, ρ j * (meshField h G (j - k) * ρ k)
          = ∑ j, ∑ k, ρ k * (meshField h G (k - j) * ρ j) := Finset.sum_comm
        _ = -∑ j, ∑ k, ρ j * (meshField h G (j - k) * ρ k) := by
          simp only [← Finset.sum_neg_distrib]
          refine Finset.sum_congr rfl fun j _ => Finset.sum_congr rfl fun k _ => ?_
          rw [← neg_sub j k, hodd]
          ring
    simp only [totalForce, meshField_potential, Finset.mul_sum]
    linarith
```

The vanishing of the total force for an even kernel combines the last two results.

```lean
/-- On a periodic mesh with an even kernel, the component along `h` of the total force of any charge
density on itself is zero. -/
theorem totalForce_eq_zero (h : A) (G : A → ℝ) (hG : ∀ d, G (-d) = G d) (ρ : A → ℝ) :
    totalForce h G ρ = 0 :=
  (totalForce_eq_zero_iff_odd h G).2 (meshField_odd h G hG) ρ
```

For the converse in one dimension, `key` carries evenness at two neighbouring sites, n and n + 1, through the induction. This is the period-two argument with both starting values. The assumption `NeZero N` keeps the grid finite.

```lean
/-- On a periodic one-dimensional mesh of `N` points, the total force vanishes for every charge
density if and only if the kernel is even. -/
theorem totalForce_eq_zero_iff_even {N : ℕ} [NeZero N] (G : ZMod N → ℝ) :
    (∀ ρ : ZMod N → ℝ, totalForce 1 G ρ = 0) ↔ ∀ j, G (-j) = G j := by
  refine ⟨fun H => ?_, fun hG ρ => totalForce_eq_zero 1 G hG ρ⟩
  have hodd := (totalForce_eq_zero_iff_odd 1 G).1 H
  -- the odd part of `G` has period two and vanishes at 0 and 1
  have key : ∀ n : ℕ, G (-(n : ZMod N)) = G (n : ZMod N) ∧
      G (-((n : ZMod N) + 1)) = G ((n : ZMod N) + 1) := by
    intro n
    induction n with
    | zero =>
      have h0 := hodd 0
      simp only [meshField, neg_zero, zero_sub, zero_add] at h0
      refine ⟨by simp, ?_⟩
      rw [Nat.cast_zero, zero_add]
      linarith
    | succ n ih =>
      have h1 := hodd ((n : ZMod N) + 1)
      have e1 : -((n : ZMod N) + 1) - 1 = -((n : ZMod N) + 1 + 1) := by ring
      have e2 : -((n : ZMod N) + 1) + 1 = -(n : ZMod N) := by ring
      have e3 : (n : ZMod N) + 1 - 1 = (n : ZMod N) := by ring
      unfold meshField at h1
      rw [e1, e2, e3] at h1
      have h2 := ih.1
      rw [Nat.cast_succ]
      exact ⟨ih.2, by linarith⟩
  intro j
  have hj := (key j.val).1
  rwa [ZMod.natCast_zmod_val] at hj
```

## Forces on the particles

Exchanging the particle and grid sums shows that gathering is adjoint to deposition.

```lean
omit [AddCommGroup A] in
/-- With the same weights for deposition and gathering, the particle forces in any mesh field
add up to the force of that field on the deposited charge density. -/
theorem sum_gatheredForce {P : Type*} [Fintype P] (q : P → ℝ) (W : P → A → ℝ) (E : A → ℝ) :
    ∑ p, gatheredForce (q p) (W p) E = ∑ j, deposit q W j * E j := by
  simp only [gatheredForce, deposit, Finset.mul_sum, Finset.sum_mul]
  rw [Finset.sum_comm]
  refine Finset.sum_congr rfl fun j _ => Finset.sum_congr rfl fun p _ => ?_
  ring
```

The first particle statement follows by taking E to be the field of the deposited charge. The second moves the charge q inside the grid sum and applies `totalForce_eq_zero` directly.

```lean
/-- With an even kernel and the same weights for deposition and gathering, the forces on all
particles sum to zero. -/
theorem particle_forces_sum_zero {P : Type*} [Fintype P] (h : A) (G : A → ℝ)
    (hG : ∀ d, G (-d) = G d) (q : P → ℝ) (W : P → A → ℝ) :
    ∑ p, gatheredForce (q p) (W p) (meshField h (potential G (deposit q W))) = 0 := by
  rw [sum_gatheredForce]
  exact totalForce_eq_zero h G hG (deposit q W)

/-- With an even kernel, a single particle feels no force from the charge it deposits itself,
provided it gathers the field with the same weights it deposits with. -/
theorem self_force_zero (h : A) (G : A → ℝ) (hG : ∀ d, G (-d) = G d) (q : ℝ) (w : A → ℝ) :
    gatheredForce q w (meshField h (potential G (fun j => q * w j))) = 0 := by
  refine Eq.trans ?_ (totalForce_eq_zero h G hG (fun j => q * w j))
  unfold gatheredForce totalForce
  rw [Finset.mul_sum]
  exact Finset.sum_congr rfl fun j _ => (mul_assoc _ _ _).symm

end

end ParticleMeshMomentum
```

In particle-mesh simulation, the zero-force results cover the instantaneous mesh forces on a finite periodic grid, with an even kernel, centred differences and matching weights. They do not address the accuracy of individual forces, the time integrator or rounding errors.

```lean
#print axioms ParticleMeshMomentum.totalForce_eq_zero_iff_even
-- 'ParticleMeshMomentum.totalForce_eq_zero_iff_even' depends on axioms: [propext, Classical.choice, Quot.sound]
#print axioms ParticleMeshMomentum.particle_forces_sum_zero
-- 'ParticleMeshMomentum.particle_forces_sum_zero' depends on axioms: [propext, Classical.choice, Quot.sound]
#print axioms ParticleMeshMomentum.self_force_zero
-- 'ParticleMeshMomentum.self_force_zero' depends on axioms: [propext, Classical.choice, Quot.sound]
```
